# The Green's function of a Bethe lattice site at energies E² < 4Kt²

Take a half-infinite chain with hopping t and on-site energy zero. Remove its first site, and what remains is the same chain again. The Green's function g of the end site therefore obeys

g = 1/(E − t²g).

At E = 0 and t = 1 this reads g² = −1. The root with negative imaginary part, g = −i, is the retarded one. A site inside the full chain has two such half-chains attached, so its Green's function is

G = 1/(0 − 2g) = 1/(2i) = −i/2.

A real equation has produced a complex answer because the electron can escape along the chain.

## The same closure with K onward branches

In the Bethe lattice every site has K + 1 neighbours and there are no loops. Here K counts the onward branches, so the coordination number is K + 1. For real E and t with E² < 4Kt², put

s = √(4Kt² − E²), g = (E − is)/(2Kt²).

Then g = 1/(E − Kt²g), and G = 1/(E − (K+1)t²g) satisfies

−Im G = (K+1)s / (2((K+1)²t² − E²)).

The condition on E selects energies inside the band, where the quadratic equation for g has two complex conjugate roots. It also forces K ≥ 1 and t ≠ 0.

## Root choice and density of states in a code

For non-interacting electrons with one orbital per site, g at K = 1 is a reference value for a recursion or continued-fraction routine with constant coefficients (on-site energy 0, hopping t), and −Im G/π is one for the local density of states of a Bethe lattice. Dynamical mean-field codes often use the semicircular density, which the site function reaches only as K → ∞ with hopping τ/√K.

Root selection needs care. At E + iη with small η > 0, a principal square root of (E + iη)² − 4Kt² in g = (z − √(z² − 4Kt²))/(2Kt²), z = E + iη, gives the wrong sign of Im g when E < 0. Checking Im g < 0 catches this.

For a numerical check take K = 2, t = 1, E = 2. Then s = 2 and g = (1 − i)/2. The branch equation holds, since E − 2g = 1 + i and 1/(1 + i) = (1 − i)/2. For the site,

G = 1/(2 − 3(1 − i)/2) = 2/(1 + 3i) = (1 − 3i)/5.

The formula gives −Im G = 3·2/(2(9 − 4)) = 3/5, as it should.

## From the branch equation to the lattice

Each attached branch contributes t²g to the self-energy of the site that carries it. The first site of a branch carries K further branches, which gives Kt²g² − Eg + 1 = 0. To verify the stated root, note that

Kt²g = (E − is)/2, E − Kt²g = (E + is)/2,

g(E − Kt²g) = (E² + s²)/(4Kt²) = 1.

Also Im g = −s/(2Kt²) < 0.

Now let H be the hopping Hamiltonian and set ψ_d = G(tg)^d on every site at distance d from the centre. At the centre,

Eψ_0 − (K+1)tψ_1 = G(E − (K+1)t²g) = 1.

At distance d ≥ 1 there are one parent and K children:

Eψ_d − t(ψ_{d−1} + Kψ_{d+1}) = G t (tg)^{d−1} [g(E − Kt²g) − 1] = 0.

So ψ solves (E − H)ψ = δ with the source at the centre.

For the closed form, insert g into the denominator of G:

E − (K+1)t²g = ((K−1)E + i(K+1)s)/(2K).

The squared modulus of the numerator is

(K−1)²E² + (K+1)²(4Kt² − E²) = 4K((K+1)²t² − E²).

This is positive, because E² < 4Kt² ≤ (K+1)²t². Multiplying by the complex conjugate gives

G = ((K−1)E − i(K+1)s) / (2((K+1)²t² − E²)),

whose imaginary part is the stated one. For K = 1 it reduces to −Im G = 1/√(4t² − E²).

For the semicircle, put t = τ/√K with E² < 4τ². Then s = √(4τ² − E²) no longer depends on K, and with u = 1/K

−Im G = (1+u)s / (2((1+u)²τ² − uE²)) → s/(2τ²) as u → 0.

## The Lean file

```lean
import Mathlib

open Filter Topology

namespace BetheLattice

noncomputable section

/-- Sites of the Bethe lattice with `K + 1` neighbours per site: the central site `none`, or
a first step in one of `K + 1` directions followed by a word of further steps, latest first. -/
abbrev Site (K : ℕ) := Option (Fin (K + 1) × List (Fin K))

/-- The number of bonds between a site and the central site. -/
def depth {K : ℕ} : Site K → ℕ
  | none => 0
  | some (_, w) => w.length + 1

/-- The hopping Hamiltonian: `t` times the sum of the amplitudes on all neighbouring sites. -/
def hop {K : ℕ} (t : ℝ) (ψ : Site K → ℂ) : Site K → ℂ
  | none => t * ∑ a, ψ (some (a, []))
  | some (a, []) => t * (ψ none + ∑ b, ψ (some (a, [b])))
  | some (a, b :: w) => t * (ψ (some (a, w)) + ∑ c, ψ (some (a, c :: b :: w)))

/-- The root `s = √(4Kt² - E²)`, meant for energies with `E² ≤ 4Kt²`. -/
def bandRoot (K : ℕ) (t E : ℝ) : ℝ := √(4 * K * t ^ 2 - E ^ 2)

/-- The Green's function `g = (E - is)/(2Kt²)` of the end site of a branch, for energies with
`E² < 4Kt²`. -/
def branchGreen (K : ℕ) (t E : ℝ) : ℂ :=
  ((E : ℂ) - Complex.I * (bandRoot K t E : ℂ)) / (2 * (K : ℂ) * (t : ℂ) ^ 2)

/-- The Green's function `G = 1/(E - (K+1)t²g)` of a site with all its `K + 1` branches, for
energies with `E² < 4Kt²`. -/
def siteGreen (K : ℕ) (t E : ℝ) : ℂ :=
  1 / ((E : ℂ) - ((K : ℂ) + 1) * (t : ℂ) ^ 2 * branchGreen K t E)

/-- The amplitude `G (t g)^d` on a site at distance `d` from the centre. -/
def treeGreen {K : ℕ} (t : ℝ) (g G : ℂ) (x : Site K) : ℂ := G * ((t : ℂ) * g) ^ depth x

variable {K : ℕ} {t E : ℝ}

/-- An energy with `E² < 4Kt²` exists only if there is branching or a chain, `K ≠ 0`,
and the hopping does not vanish. -/
theorem band_nontrivial (hE : E ^ 2 < 4 * K * t ^ 2) : (K : ℝ) ≠ 0 ∧ t ≠ 0 := by
  have hp : 0 < 4 * (K : ℝ) * t ^ 2 := (sq_nonneg E).trans_lt hE
  constructor
  · intro h
    rw [h] at hp
    simp at hp
  · intro h
    rw [h] at hp
    simp at hp

/-- For `E² < 4Kt²` the branch Green's function solves `g = 1/(E - Kt²g)` with a non-zero
denominator, and its imaginary part is negative. -/
theorem branch_dyson (hE : E ^ 2 < 4 * K * t ^ 2) :
    (E : ℂ) - K * (t : ℂ) ^ 2 * branchGreen K t E ≠ 0 ∧
    branchGreen K t E = 1 / ((E : ℂ) - K * (t : ℂ) ^ 2 * branchGreen K t E) ∧
    (branchGreen K t E).im < 0 := by
  obtain ⟨hK, ht⟩ := band_nontrivial hE
  have hKc : (K : ℂ) ≠ 0 := by exact_mod_cast hK
  have htc : (t : ℂ) ≠ 0 := Complex.ofReal_ne_zero.2 ht
  have hD : 2 * (K : ℂ) * (t : ℂ) ^ 2 ≠ 0 :=
    mul_ne_zero (mul_ne_zero two_ne_zero hKc) (pow_ne_zero 2 htc)
  have hs : (bandRoot K t E : ℂ) ^ 2 = 4 * K * (t : ℂ) ^ 2 - (E : ℂ) ^ 2 := by
    rw [← Complex.ofReal_pow, bandRoot, Real.sq_sqrt (sub_nonneg.2 hE.le)]
    push_cast
    rfl
  -- the self-energy of the branch
  have h1 : (K : ℂ) * (t : ℂ) ^ 2 * branchGreen K t E
      = ((E : ℂ) - Complex.I * (bandRoot K t E : ℂ)) / 2 := by
    rw [branchGreen, mul_div_assoc', div_eq_div_iff hD two_ne_zero]
    ring
  have key : branchGreen K t E * ((E : ℂ) - K * (t : ℂ) ^ 2 * branchGreen K t E) = 1 := by
    rw [h1, branchGreen, div_mul_eq_mul_div, div_eq_one_iff_eq hD]
    linear_combination (1 / 2) * hs - ((bandRoot K t E : ℂ) ^ 2 / 2) * Complex.I_sq
  have hne := right_ne_zero_of_mul_eq_one key
  refine ⟨hne, (eq_div_iff hne).2 key, ?_⟩
  have hform : branchGreen K t E = ((E / (2 * K * t ^ 2) : ℝ) : ℂ)
      + ((-(bandRoot K t E / (2 * K * t ^ 2)) : ℝ) : ℂ) * Complex.I := by
    rw [branchGreen]
    push_cast
    ring
  have him : (branchGreen K t E).im = -(bandRoot K t E / (2 * K * t ^ 2)) := by
    rw [hform]
    simp only [Complex.add_im, Complex.ofReal_im, Complex.mul_im, Complex.ofReal_re,
      Complex.I_re, Complex.I_im]
    ring
  have hspos : 0 < bandRoot K t E := Real.sqrt_pos.2 (sub_pos.2 hE)
  have hden : 0 < 2 * (K : ℝ) * t ^ 2 := by linarith [sq_nonneg E]
  rw [him]
  exact neg_neg_of_pos (div_pos hspos hden)

/-- At any complex energy `z`, if `g (z - Kt²g) = 1` and `G (z - (K+1)t²g) = 1`, then the
amplitudes `G (t g)^d` solve `(z - H)ψ = δ` with the source on the central site. -/
theorem treeGreen_solves (z g G : ℂ) (h1 : g * (z - K * (t : ℂ) ^ 2 * g) = 1)
    (h2 : G * (z - ((K : ℂ) + 1) * (t : ℂ) ^ 2 * g) = 1) (x : Site K) :
    z * treeGreen t g G x - hop t (treeGreen t g G) x = if x = none then 1 else 0 := by
  rcases x with _ | ⟨a, _ | ⟨b, w⟩⟩
  · -- the centre has K + 1 children
    simp only [hop, treeGreen, depth, List.length_nil, Finset.sum_const, Finset.card_univ,
      Fintype.card_fin, nsmul_eq_mul, ↓reduceIte]
    push_cast
    linear_combination h2
  · -- the first shell: the centre and K children
    simp only [hop, treeGreen, depth, List.length_nil, List.length_cons, Finset.sum_const,
      Finset.card_univ, Fintype.card_fin, nsmul_eq_mul, reduceCtorEq, ↓reduceIte]
    linear_combination G * t * h1
  · -- deeper shells: one parent and K children
    simp only [hop, treeGreen, depth, List.length_cons, Finset.sum_const,
      Finset.card_univ, Fintype.card_fin, nsmul_eq_mul, reduceCtorEq, ↓reduceIte]
    linear_combination G * t * ((t : ℂ) * g) ^ (w.length + 1) * h1

/-- For `E² < 4Kt²` the denominator of `G` is not zero, and
`G = ((K-1)E - i(K+1)s) / (2((K+1)²t² - E²))`. -/
theorem siteGreen_closed (hE : E ^ 2 < 4 * K * t ^ 2) :
    (E : ℂ) - ((K : ℂ) + 1) * (t : ℂ) ^ 2 * branchGreen K t E ≠ 0 ∧
    siteGreen K t E = (((K : ℂ) - 1) * E - Complex.I * ((K : ℂ) + 1) * (bandRoot K t E : ℂ))
      / (2 * (((K : ℂ) + 1) ^ 2 * (t : ℂ) ^ 2 - (E : ℂ) ^ 2)) := by
  obtain ⟨hK, ht⟩ := band_nontrivial hE
  have hKc : (K : ℂ) ≠ 0 := by exact_mod_cast hK
  have htc : (t : ℂ) ≠ 0 := Complex.ofReal_ne_zero.2 ht
  have hs : (bandRoot K t E : ℂ) ^ 2 = 4 * K * (t : ℂ) ^ 2 - (E : ℂ) ^ 2 := by
    rw [← Complex.ofReal_pow, bandRoot, Real.sq_sqrt (sub_nonneg.2 hE.le)]
    push_cast
    rfl
  -- the band lies inside |E| < (K+1)|t|, because 4K ≤ (K+1)²
  have hq : 0 < ((K : ℝ) + 1) ^ 2 * t ^ 2 - E ^ 2 := by
    nlinarith [mul_nonneg (sq_nonneg ((K : ℝ) - 1)) (sq_nonneg t)]
  have hQ : ((((K : ℝ) + 1) ^ 2 * t ^ 2 - E ^ 2 : ℝ) : ℂ) ≠ 0 :=
    Complex.ofReal_ne_zero.2 hq.ne'
  push_cast at hQ
  have h1 : (K : ℂ) * (t : ℂ) ^ 2 * branchGreen K t E
      = ((E : ℂ) - Complex.I * (bandRoot K t E : ℂ)) / 2 := by
    rw [branchGreen, mul_div_assoc', div_eq_div_iff
      (mul_ne_zero (mul_ne_zero two_ne_zero hKc) (pow_ne_zero 2 htc)) two_ne_zero]
    ring
  have h2K : 2 * (K : ℂ) ≠ 0 := mul_ne_zero two_ne_zero hKc
  have hD : (E : ℂ) - ((K : ℂ) + 1) * (t : ℂ) ^ 2 * branchGreen K t E
      = (((K : ℂ) - 1) * E + Complex.I * ((K : ℂ) + 1) * (bandRoot K t E : ℂ))
        / (2 * (K : ℂ)) := by
    rw [eq_div_iff h2K]
    linear_combination (-2 * ((K : ℂ) + 1)) * h1
  -- multiply by the complex conjugate
  have key : ((E : ℂ) - ((K : ℂ) + 1) * (t : ℂ) ^ 2 * branchGreen K t E) *
      ((((K : ℂ) - 1) * E - Complex.I * ((K : ℂ) + 1) * (bandRoot K t E : ℂ))
      / (2 * (((K : ℂ) + 1) ^ 2 * (t : ℂ) ^ 2 - (E : ℂ) ^ 2))) = 1 := by
    rw [hD, div_mul_div_comm, div_eq_one_iff_eq (mul_ne_zero h2K (mul_ne_zero two_ne_zero hQ))]
    linear_combination ((K : ℂ) + 1) ^ 2 * hs
      - ((K : ℂ) + 1) ^ 2 * (bandRoot K t E : ℂ) ^ 2 * Complex.I_sq
  refine ⟨left_ne_zero_of_mul_eq_one key, ?_⟩
  rw [siteGreen, one_div]
  exact inv_eq_of_mul_eq_one_right key

/-- For `E² < 4Kt²`, `-Im G = (K+1)s / (2((K+1)²t² - E²))`. -/
theorem siteGreen_im (hE : E ^ 2 < 4 * K * t ^ 2) :
    -(siteGreen K t E).im
      = (K + 1) * bandRoot K t E / (2 * (((K : ℝ) + 1) ^ 2 * t ^ 2 - E ^ 2)) := by
  have hform : siteGreen K t E
      = ((((K : ℝ) - 1) * E / (2 * (((K : ℝ) + 1) ^ 2 * t ^ 2 - E ^ 2)) : ℝ) : ℂ)
      + ((-((K + 1) * bandRoot K t E / (2 * (((K : ℝ) + 1) ^ 2 * t ^ 2 - E ^ 2))) : ℝ) : ℂ)
        * Complex.I := by
    rw [(siteGreen_closed hE).2]
    push_cast
    ring
  rw [hform]
  simp only [Complex.add_im, Complex.ofReal_im, Complex.mul_im, Complex.ofReal_re,
    Complex.I_re, Complex.I_im]
  ring

/-- For `E² < 4Kt²` the amplitudes `G (t g)^d` solve `(E - H)ψ = δ` on the Bethe lattice, and
on the central site `-Im ψ = (K+1)s / (2((K+1)²t² - E²))`. -/
theorem bethe_green (hE : E ^ 2 < 4 * K * t ^ 2) :
    (∀ x : Site K, (E : ℂ) * treeGreen t (branchGreen K t E) (siteGreen K t E) x
      - hop t (treeGreen t (branchGreen K t E) (siteGreen K t E)) x
        = if x = none then 1 else 0) ∧
    -(treeGreen t (branchGreen K t E) (siteGreen K t E) (none : Site K)).im
      = (K + 1) * bandRoot K t E / (2 * (((K : ℝ) + 1) ^ 2 * t ^ 2 - E ^ 2)) := by
  obtain ⟨hne, hg, -⟩ := branch_dyson hE
  constructor
  · exact treeGreen_solves _ _ _ ((eq_div_iff hne).1 hg)
      (one_div_mul_cancel (siteGreen_closed hE).1)
  · have h0 : treeGreen t (branchGreen K t E) (siteGreen K t E) (none : Site K)
        = siteGreen K t E := by
      simp only [treeGreen, depth, pow_zero, mul_one]
    rw [h0, siteGreen_im hE]

/-- The linear chain `K = 1`: for `E² < 4t²`, `-Im G = 1/√(4t² - E²)`. -/
theorem chain_im (hE : E ^ 2 < 4 * t ^ 2) :
    -(siteGreen 1 t E).im = 1 / √(4 * t ^ 2 - E ^ 2) := by
  have e : 4 * ((1 : ℕ) : ℝ) * t ^ 2 = 4 * t ^ 2 := by
    push_cast
    ring
  have hs := Real.sq_sqrt (sub_nonneg.2 hE.le)
  have hpos : 0 < √(4 * t ^ 2 - E ^ 2) := Real.sqrt_pos.2 (sub_pos.2 hE)
  have hq : (0 : ℝ) < 2 * ((((1 : ℕ) : ℝ) + 1) ^ 2 * t ^ 2 - E ^ 2) := by
    push_cast
    linarith
  rw [siteGreen_im (by rw [e]; exact hE), bandRoot, e, div_eq_div_iff hq.ne' hpos.ne']
  push_cast
  linear_combination 2 * hs

/-- Infinite coordination: with hopping `τ/√K` and `E² < 4τ²`, `-Im G` tends to the
semicircle `√(4τ² - E²)/(2τ²)` as `K → ∞`. -/
theorem semicircle_limit {τ : ℝ} (hE : E ^ 2 < 4 * τ ^ 2) :
    Tendsto (fun K : ℕ => -(siteGreen K (τ / √(K : ℝ)) E).im) atTop
      (𝓝 (√(4 * τ ^ 2 - E ^ 2) / (2 * τ ^ 2))) := by
  -- in the variable u = 1/K the formula is continuous at u = 0
  have hn : ContinuousAt (fun u : ℝ => (1 + u) * √(4 * τ ^ 2 - E ^ 2)) 0 := by fun_prop
  have hd : ContinuousAt (fun u : ℝ => 2 * ((1 + u) ^ 2 * τ ^ 2 - u * E ^ 2)) 0 := by fun_prop
  have hne : 2 * ((1 + (0 : ℝ)) ^ 2 * τ ^ 2 - 0 * E ^ 2) ≠ 0 := by
    intro h
    linarith [sq_nonneg E]
  have hu0 : Tendsto (fun K : ℕ => (K : ℝ)⁻¹) atTop (𝓝 0) :=
    tendsto_inv_atTop_zero.comp tendsto_natCast_atTop_atTop
  have h := (hn.tendsto.div hd.tendsto hne).comp hu0
  have hval : √(4 * τ ^ 2 - E ^ 2) / (2 * τ ^ 2) = (1 + (0 : ℝ)) * √(4 * τ ^ 2 - E ^ 2)
      / (2 * ((1 + (0 : ℝ)) ^ 2 * τ ^ 2 - 0 * E ^ 2)) := by simp
  rw [hval]
  refine Filter.Tendsto.congr' ?_ h
  filter_upwards [eventually_ge_atTop 1] with K hK
  change (1 + (K : ℝ)⁻¹) * √(4 * τ ^ 2 - E ^ 2)
    / (2 * ((1 + (K : ℝ)⁻¹) ^ 2 * τ ^ 2 - (K : ℝ)⁻¹ * E ^ 2))
      = -(siteGreen K (τ / √(K : ℝ)) E).im
  have hK0 : (0 : ℝ) < K := by exact_mod_cast hK
  have hu : (K : ℝ) * (K : ℝ)⁻¹ = 1 := mul_inv_cancel₀ hK0.ne'
  have ht : (τ / √(K : ℝ)) ^ 2 = τ ^ 2 * (K : ℝ)⁻¹ := by
    rw [div_pow, Real.sq_sqrt hK0.le, div_eq_mul_inv]
  have h4 : 4 * (K : ℝ) * (τ / √(K : ℝ)) ^ 2 = 4 * τ ^ 2 := by
    rw [ht]
    field_simp
  rw [siteGreen_im (by rw [h4]; exact hE), bandRoot, h4, ht]
  generalize (K : ℝ)⁻¹ = u at hu ⊢
  have e1 : ((K : ℝ) + 1) * √(4 * τ ^ 2 - E ^ 2)
      = K * ((1 + u) * √(4 * τ ^ 2 - E ^ 2)) := by
    linear_combination (-√(4 * τ ^ 2 - E ^ 2)) * hu
  have e2 : 2 * (((K : ℝ) + 1) ^ 2 * (τ ^ 2 * u) - E ^ 2)
      = K * (2 * ((1 + u) ^ 2 * τ ^ 2 - u * E ^ 2)) := by
    linear_combination (2 * τ ^ 2 * (K - u) + 2 * E ^ 2) * hu
  rw [e1, e2, mul_div_mul_left _ _ hK0.ne']

end

end BetheLattice
```

```lean
#print axioms BetheLattice.bethe_green
#print axioms BetheLattice.chain_im
#print axioms BetheLattice.semicircle_limit
```

```
'BetheLattice.bethe_green' depends on axioms: [propext, Classical.choice, Quot.sound]
'BetheLattice.chain_im' depends on axioms: [propext, Classical.choice, Quot.sound]
'BetheLattice.semicircle_limit' depends on axioms: [propext, Classical.choice, Quot.sound]
```

## What the theorems say about the tree

`Site K` is the set of lattice sites. The centre is `none`; any other site is a first direction out of K + 1, followed by a list of further steps out of K, latest first. Dropping the head of the list leads to the parent, and adding a new head leads to a child. `hop t ψ` is Hψ: t times the sum of ψ over all neighbours. The convention is +t with zero on-site energy. Changing the sign of t leaves g and G alone and flips ψ on odd shells.

`branchGreen` and `siteGreen` are g and G, `bandRoot` is s, and `treeGreen` is the amplitude G(tg)^d. The main theorem, `bethe_green`, has `hE`, that is E² < 4Kt², as its only hypothesis. It states that this amplitude satisfies the lattice equation at every site of the infinite tree, and it gives −Im ψ at the centre. `branch_dyson` adds the non-zero denominator and the sign of Im g. `chain_im` and `semicircle_limit` are the two special cases, the latter a pointwise limit at fixed E.

The step left to physics is the identification of this ψ with the retarded Green's function, the limit η → 0⁺ of the resolvent at E + iη. At a real energy in the band the lattice equation has other solutions too, for instance the complex conjugate of ψ. Reading −Im G/π as the local density of states relies on that limit. Band edges, energies beyond them, disorder and interactions lie outside the hypothesis or the model.

## How the algebra is checked

`band_nontrivial` extracts K ≠ 0 and t ≠ 0 from the strict inequality. In `branch_dyson`, `h1` is the formula for Kt²g and `key` is the product g(E − Kt²g) = 1. The `linear_combination` call there combines s² = 4Kt² − E² with i² = −1.

`treeGreen_solves` does the lattice check for any complex energy `z`, given the two scalar equations for g and G. Its three cases are the centre, the first shell and the deeper shells; the last two are the single calculation for d ≥ 1 above, separated because the parent of a first-shell site is the centre. Each case is a multiple of one scalar equation.

`siteGreen_closed` proves the positivity of (K+1)²t² − E² in `hq` and multiplies by the conjugate in `key`. `siteGreen_im` then reads off the imaginary part, and `bethe_green` joins the results. In `semicircle_limit` the expression in u is shown to be continuous at u = 0, then matched with −Im G for every K ≥ 1.
